# Differentiating the momentum amplitude twice multiplies a localised grid function by −x²

On an infinite uniform grid with points x_j = jh + d, a complex grid function ψ has the momentum amplitude F(k) = ∑ ψ_j exp(−i k x_j), with no normalisation assumed of ψ and no prefactor in F. The lemma says that if ∑ (1 + x_j²)|ψ_j| converges, then F′ is differentiable at every real k, and its derivative there is the amplitude of the grid function −x_j² ψ_j. In physical terms, the square of position acts on such amplitudes as minus the second derivative in k. The proof applies the first-derivative lemma twice, the second time to −i x_j ψ_j, whose absolute first moment has to be shown to converge; that is the second moment of ψ, which the hypothesis controls.

As first written in Lean, the proof fails:

```lean
import Mathlib

open Complex

namespace GridOscillatorMomentum

noncomputable section

/-- A uniform one-dimensional grid with positive spacing `h` and offset `d` from the origin. -/
structure Grid where
  h : ℝ
  d : ℝ
  h_pos : 0 < h

/-- The position `j h + d` of grid point `j`. -/
def Grid.site (G : Grid) (j : ℤ) : ℝ := j * G.h + G.d

/-- The plane-wave factor `exp(-i k x)`. -/
def phase (k x : ℝ) : ℂ := Complex.exp (((-(k * x) : ℝ) : ℂ) * I)

/-- The momentum-space amplitude `F(k) = ∑ ψ_j exp(-i k (j h + d))` of a grid function. -/
def transform (G : Grid) (ψ : ℤ → ℂ) (k : ℝ) : ℂ := ∑' j : ℤ, ψ j * phase k (G.site j)

/-- A grid function is localised if `∑ (1 + x_j²) |ψ_j|` converges. -/
def Localised (G : Grid) (ψ : ℤ → ℂ) : Prop :=
  Summable fun j : ℤ => (1 + G.site j ^ 2) * ‖ψ j‖

/-- For a localised grid function the absolute moments of order zero, one and two converge. -/
theorem Localised.moments {G : Grid} {ψ : ℤ → ℂ} (hψ : Localised G ψ) :
    (Summable fun j => ‖ψ j‖) ∧ (Summable fun j => |G.site j| * ‖ψ j‖) ∧
      Summable fun j => G.site j ^ 2 * ‖ψ j‖ := by
  refine ⟨Summable.of_nonneg_of_le (fun j => by positivity) (fun j => ?_) hψ,
    Summable.of_nonneg_of_le (fun j => by positivity) (fun j => ?_) hψ,
    Summable.of_nonneg_of_le (fun j => by positivity) (fun j => ?_) hψ⟩
  · nlinarith [mul_nonneg (sq_nonneg (G.site j)) (norm_nonneg (ψ j))]
  · refine mul_le_mul_of_nonneg_right ?_ (norm_nonneg _)
    nlinarith [sq_nonneg (|G.site j| - 1), sq_abs (G.site j), abs_nonneg (G.site j)]
  · nlinarith [norm_nonneg (ψ j)]

/-- The series defining the momentum amplitude converges for absolutely summable `φ`. -/
theorem hasSum_transform (G : Grid) (φ : ℤ → ℂ) (h0 : Summable fun j => ‖φ j‖) (k : ℝ) :
    HasSum (fun j => φ j * phase k (G.site j)) (transform G φ k) := by
  have hs : Summable fun j => φ j * phase k (G.site j) := by
    apply Summable.of_norm
    simpa only [norm_mul, phase, Complex.norm_exp_ofReal_mul_I, mul_one] using h0
  exact hs.hasSum

/-- If the absolute moments of order zero and one converge, differentiating the amplitude in `k`
multiplies the grid function by `-i x_j`. -/
theorem hasDerivAt_transform (G : Grid) (φ : ℤ → ℂ) (h0 : Summable fun j => ‖φ j‖)
    (h1 : Summable fun j => |G.site j| * ‖φ j‖) (k : ℝ) :
    HasDerivAt (transform G φ) (transform G (fun j => -I * (G.site j : ℂ) * φ j) k) k := by
  have hp : ∀ x q : ℝ, HasDerivAt (fun q => phase q x) (-I * (x : ℂ) * phase q x) q := by
    intro x q
    have a : HasDerivAt (fun q : ℝ => -(q * x)) (-x) q := (hasDerivAt_mul_const x).fun_neg
    refine (a.ofReal_comp.mul_const I).cexp.congr_deriv ?_
    unfold phase
    push_cast
    ring
  -- the first moment dominates the differentiated series uniformly in k
  refine hasDerivAt_tsum (g := fun j q => φ j * phase q (G.site j))
    (g' := fun j q => -I * (G.site j : ℂ) * φ j * phase q (G.site j)) (y₀ := 0)
    h1 (fun j q => ?_) (fun j q => ?_) (hasSum_transform G φ h0 0).summable k
  · refine ((hp (G.site j) q).const_mul (φ j)).congr_deriv ?_
    ring
  · apply le_of_eq
    simp only [norm_mul, norm_neg, Complex.norm_I, Complex.norm_real, Real.norm_eq_abs, phase,
      Complex.norm_exp_ofReal_mul_I, mul_one, one_mul]

/-- For a localised grid function, the function `deriv F` is differentiable, and its derivative is
the transform of `-x_j² ψ_j`. -/
theorem hasDerivAt_deriv_transform (G : Grid) (ψ : ℤ → ℂ) (hψ : Localised G ψ) (k : ℝ) :
    HasDerivAt (deriv (transform G ψ))
      (transform G (fun j => -(G.site j : ℂ) ^ 2 * ψ j) k) k := by
  obtain ⟨m0, m1, m2⟩ := hψ.moments
  have e : deriv (transform G ψ) = transform G (fun j => -I * (G.site j : ℂ) * ψ j) :=
    funext fun q => (hasDerivAt_transform G ψ m0 m1 q).deriv
  have n : ∀ j, ‖-I * (G.site j : ℂ) * ψ j‖ = |G.site j| * ‖ψ j‖ := fun j => by
    simp only [norm_mul, norm_neg, Complex.norm_I, Complex.norm_real, Real.norm_eq_abs, one_mul]
  rw [e]
  refine (hasDerivAt_transform G _ ?_ ?_ k).congr_deriv ?_
  · simpa only [n] using m1
  · simpa only [n, ← mul_assoc, abs_mul_abs_self, ← pow_two] using m2
  · congr 1
    funext j
    linear_combination ((G.site j : ℂ) ^ 2 * ψ j) * Complex.I_sq

end

end GridOscillatorMomentum
```

The error:

```
Main.lean:83:4: error: Type mismatch: After simplification, term
  m2
 has type
  Summable fun j => G.site j ^ 2 * ‖ψ j‖
but is expected to have type
  Summable fun j => |G.site j| ^ 2 * ‖ψ j‖
```

This version goes through:

```diff
@@ -81,5 +81,5 @@
   refine (hasDerivAt_transform G _ ?_ ?_ k).congr_deriv ?_
   · simpa only [n] using m1
-  · simpa only [n, ← mul_assoc, abs_mul_abs_self, ← pow_two] using m2
+  · simpa only [n, ← mul_assoc, abs_mul_abs_self, ← pow_two, sq_abs] using m2
   · congr 1
     funext j
```

Cause. The error is in the step that derives this convergence from `m2`. After `n` and `← mul_assoc`, the goal's summand contains the product `|G.site j| * |G.site j|`, and two rules in the `simpa only` list match it. `abs_mul_abs_self` would remove the absolute values, while `← pow_two` folds the product into a square. The message shows that the square was formed with the absolute value still inside: the goal ends with `|G.site j| ^ 2`, where `m2` has `G.site j ^ 2`. Once the product has become a power, `abs_mul_abs_self` no longer matches it, and nothing else in the list can remove the absolute value. The two summands are equal, but `simpa` does not identify them without a further rewrite, hence the type mismatch.

The repair adds `sq_abs`, which says `|a| ^ 2 = a ^ 2`. It rewrites the form the goal had got stuck in, and the result agrees with `m2`.
